# A shifted hexagonal k-point mesh is threefold symmetric for only three shifts, up to whole steps

Take fractional coordinates along two reciprocal basis vectors of equal length that enclose 120°. For every integer $N\ge 1$ and real shift $s=(s_0,s_1)$, the mesh $(\mathbb Z^2+s)/N$ modulo $\mathbb Z^2$ is mapped onto itself by the threefold rotation $R=\begin{pmatrix}0&-1\\1&-1\end{pmatrix}$ exactly when $s_0+s_1$ and $3s_1$ are integers. The Gamma-centred mesh, $s=(0,0)$, therefore keeps the symmetry, and the half-step shift $(1/2,1/2)$ breaks it for every $N$.

```lean
import Mathlib

open Matrix

namespace ThreefoldMesh

noncomputable section

/-- The threefold rotation in fractional coordinates, for two reciprocal basis vectors of equal
length that enclose 120°. -/
def rot : Matrix (Fin 2) (Fin 2) ℝ := !![0, -1; 1, -1]

/-- The shifted `N × N` mesh `(ℤ² + s)/N` modulo `ℤ²`, for `N ≥ 1`, written as the periodic set
of all its points `(n + s)/N` and their translates by reciprocal lattice vectors `G`. -/
def mesh (N : ℕ) (s : Fin 2 → ℝ) : Set (Fin 2 → ℝ) :=
  {k | ∃ n G : Fin 2 → ℤ, ∀ i, k i = ((n i : ℝ) + s i) / (N : ℝ) + (G i : ℝ)}

/-- A set of k-points is invariant if the threefold rotation maps it onto itself. -/
def IsInvariant (M : Set (Fin 2 → ℝ)) : Prop :=
  (fun k => rot *ᵥ k) '' M = M

/-- The rotation has order three: it is not the identity, but its third power is. -/
theorem rot_order_three : rot ^ 3 = 1 ∧ rot ≠ 1 := by
  constructor
  · rw [pow_three']
    ext i j
    fin_cases i <;> fin_cases j <;> norm_num [rot, Matrix.mul_apply, Fin.sum_univ_two]
  · intro h
    have h00 := congrFun (congrFun h 0) 0
    simp [rot] at h00

/-- The rotation sends the k-point `(k₀, k₁)` to `(-k₁, k₀ - k₁)`. -/
theorem rot_apply (k : Fin 2 → ℝ) :
    (rot *ᵥ k) 0 = -k 1 ∧ (rot *ᵥ k) 1 = k 0 - k 1 := by
  constructor <;>
    simp [rot, Matrix.mulVec, dotProduct, Fin.sum_univ_two, sub_eq_add_neg]

/-- For `N ≥ 1`, a k-point lies on the mesh exactly when both components of `N k - s` are
integers. -/
theorem mem_mesh_iff {N : ℕ} (hN : 0 < N) (s k : Fin 2 → ℝ) :
    k ∈ mesh N s ↔
      (∃ a : ℤ, (N : ℝ) * k 0 - s 0 = a) ∧ (∃ b : ℤ, (N : ℝ) * k 1 - s 1 = b) := by
  have hN' : (N : ℝ) ≠ 0 := by exact_mod_cast hN.ne'
  have hc : ∀ x : ℝ, (N : ℝ) * (x / N) = x := fun x => by field_simp
  constructor
  · rintro ⟨n, G, h⟩
    refine ⟨⟨n 0 + N * G 0, ?_⟩, ⟨n 1 + N * G 1, ?_⟩⟩
    · push_cast
      linear_combination (N : ℝ) * h 0 + hc (n 0 + s 0)
    · push_cast
      linear_combination (N : ℝ) * h 1 + hc (n 1 + s 1)
  · rintro ⟨⟨a, ha⟩, ⟨b, hb⟩⟩
    refine ⟨![a, b], 0, Fin.forall_fin_two.2 ⟨?_, ?_⟩⟩
    · show k 0 = ((a : ℝ) + s 0) / (N : ℝ) + ((0 : ℤ) : ℝ)
      rw [← ha, Int.cast_zero, add_zero, sub_add_cancel, eq_div_iff hN', mul_comm]
    · show k 1 = ((b : ℝ) + s 1) / (N : ℝ) + ((0 : ℤ) : ℝ)
      rw [← hb, Int.cast_zero, add_zero, sub_add_cancel, eq_div_iff hN', mul_comm]

/-- For `N ≥ 1`, a point of the mesh is rotated to a point of the same mesh exactly when `s₀ + s₁`
and `3 s₁` are integers, whichever mesh point is taken. -/
theorem rot_mem_mesh_iff {N : ℕ} (hN : 0 < N) {s k : Fin 2 → ℝ} (hk : k ∈ mesh N s) :
    rot *ᵥ k ∈ mesh N s ↔
      (∃ p : ℤ, s 0 + s 1 = p) ∧ (∃ q : ℤ, 3 * s 1 = q) := by
  obtain ⟨⟨a, ha⟩, ⟨b, hb⟩⟩ := (mem_mesh_iff hN s k).1 hk
  rw [mem_mesh_iff hN, (rot_apply k).1, (rot_apply k).2]
  constructor
  · rintro ⟨⟨c, hc⟩, ⟨d, hd⟩⟩
    refine ⟨⟨-b - c, ?_⟩, ⟨a - 2 * b - c - d, ?_⟩⟩
    · push_cast
      linear_combination -hb - hc
    · push_cast
      linear_combination ha - 2 * hb - hc - hd
  · rintro ⟨⟨p, hp⟩, ⟨q, hq⟩⟩
    refine ⟨⟨-b - p, ?_⟩, ⟨a - b + p - q, ?_⟩⟩
    · push_cast
      linear_combination -hb - hp
    · push_cast
      linear_combination ha - hb + hp - hq

/-- For `N ≥ 1`, the shifted mesh `(ℤ² + s)/N` modulo `ℤ²` is invariant under the threefold rotation
if and only if `s₀ + s₁` and `3 s₁` are integers. -/
theorem mesh_invariant_iff {N : ℕ} (hN : 0 < N) (s : Fin 2 → ℝ) :
    IsInvariant (mesh N s) ↔
      (∃ p : ℤ, s 0 + s 1 = p) ∧ (∃ q : ℤ, 3 * s 1 = q) := by
  constructor
  · intro h
    have h' : (fun k => rot *ᵥ k) '' mesh N s = mesh N s := h
    -- a single mesh point, `s / N`, already forces the condition
    obtain ⟨k, hk⟩ : ∃ k, k ∈ mesh N s := ⟨fun i => s i / N, 0, 0, fun i => by simp⟩
    refine (rot_mem_mesh_iff hN hk).1 ?_
    rw [← h']
    exact ⟨k, hk, rfl⟩
  · intro h
    unfold IsInvariant
    refine Set.ext fun k => ⟨?_, fun hk => ?_⟩
    · rintro ⟨x, hx, rfl⟩
      exact (rot_mem_mesh_iff hN hx).2 h
    · -- `k` is the image of the point obtained by rotating it twice
      have h1 := (rot_mem_mesh_iff hN hk).2 h
      refine ⟨rot *ᵥ (rot *ᵥ k), (rot_mem_mesh_iff hN h1).2 h, ?_⟩
      show rot *ᵥ (rot *ᵥ (rot *ᵥ k)) = k
      rw [Matrix.mulVec_mulVec, Matrix.mulVec_mulVec, ← pow_three', rot_order_three.1,
        Matrix.one_mulVec]

/-- Every Gamma-centred mesh with `N ≥ 1` is invariant under the threefold rotation. -/
theorem gamma_centred_invariant {N : ℕ} (hN : 0 < N) : IsInvariant (mesh N 0) :=
  (mesh_invariant_iff hN 0).2 ⟨⟨0, by simp⟩, ⟨0, by simp⟩⟩

/-- For every `N ≥ 1`, the mesh with half-step shift `(1/2, 1/2)` is not invariant under the
threefold rotation, and each of its points is rotated off the mesh. -/
theorem half_shift_breaks {N : ℕ} (hN : 0 < N) :
    ¬ IsInvariant (mesh N ![1 / 2, 1 / 2]) ∧
      ∀ k ∈ mesh N ![1 / 2, 1 / 2], rot *ᵥ k ∉ mesh N ![1 / 2, 1 / 2] := by
  -- three halves is not an integer
  have key : ¬ ∃ q : ℤ, 3 * (![1 / 2, 1 / 2] : Fin 2 → ℝ) 1 = q := by
    rintro ⟨q, hq⟩
    have h1 : 3 * (1 / 2 : ℝ) = q := hq
    have h2 : (3 : ℝ) = 2 * q := by linarith
    have h3 : (3 : ℤ) = 2 * q := by exact_mod_cast h2
    omega
  exact ⟨fun h => key ((mesh_invariant_iff hN _).1 h).2,
    fun k hk h => key ((rot_mem_mesh_iff hN hk).1 h).2⟩

/-- For `N ≥ 1`, two shifts that differ by integers give the same mesh. -/
theorem mesh_congr {N : ℕ} (hN : 0 < N) {s t : Fin 2 → ℝ} (a b : ℤ)
    (h0 : s 0 = t 0 + a) (h1 : s 1 = t 1 + b) : mesh N s = mesh N t := by
  ext k
  rw [mem_mesh_iff hN, mem_mesh_iff hN]
  constructor
  · rintro ⟨⟨c, hc⟩, ⟨d, hd⟩⟩
    exact ⟨⟨c + a, by push_cast; linarith⟩, ⟨d + b, by push_cast; linarith⟩⟩
  · rintro ⟨⟨c, hc⟩, ⟨d, hd⟩⟩
    exact ⟨⟨c - a, by push_cast; linarith⟩, ⟨d - b, by push_cast; linarith⟩⟩

/-- For `N ≥ 1`, a shifted mesh is invariant under the threefold rotation if and only if it is
the Gamma-centred mesh or the mesh with shift `(1/3, 2/3)` or `(2/3, 1/3)`. -/
theorem invariant_mesh_classification {N : ℕ} (hN : 0 < N) (s : Fin 2 → ℝ) :
    IsInvariant (mesh N s) ↔
      mesh N s = mesh N 0 ∨ mesh N s = mesh N ![1 / 3, 2 / 3] ∨
        mesh N s = mesh N ![2 / 3, 1 / 3] := by
  constructor
  · intro h
    obtain ⟨⟨p, hp⟩, ⟨m, hm⟩⟩ := (mesh_invariant_iff hN s).1 h
    -- the three cases are the residues of `3 s₁` modulo three
    obtain ⟨q, hq⟩ : ∃ q : ℤ, m = 3 * q ∨ m = 3 * q + 1 ∨ m = 3 * q + 2 :=
      ⟨m / 3, by omega⟩
    rcases hq with hq | hq | hq
    · have hr : (m : ℝ) = 3 * q := by exact_mod_cast hq
      refine Or.inl (mesh_congr hN (p - q) q ?_ ?_)
      · show s 0 = 0 + ((p - q : ℤ) : ℝ)
        push_cast
        linarith
      · show s 1 = 0 + (q : ℝ)
        linarith
    · have hr : (m : ℝ) = 3 * q + 1 := by exact_mod_cast hq
      refine Or.inr (Or.inr (mesh_congr hN (p - q - 1) q ?_ ?_))
      · show s 0 = 2 / 3 + ((p - q - 1 : ℤ) : ℝ)
        push_cast
        linarith
      · show s 1 = 1 / 3 + (q : ℝ)
        linarith
    · have hr : (m : ℝ) = 3 * q + 2 := by exact_mod_cast hq
      refine Or.inr (Or.inl (mesh_congr hN (p - q - 1) q ?_ ?_))
      · show s 0 = 1 / 3 + ((p - q - 1 : ℤ) : ℝ)
        push_cast
        linarith
      · show s 1 = 2 / 3 + (q : ℝ)
        linarith
  · rintro (h | h | h)
    · rw [h]
      exact gamma_centred_invariant hN
    · rw [h, mesh_invariant_iff hN]
      exact ⟨⟨1, by norm_num⟩, ⟨2, by norm_num⟩⟩
    · rw [h, mesh_invariant_iff hN]
      exact ⟨⟨1, by norm_num⟩, ⟨1, by norm_num⟩⟩

end

end ThreefoldMesh
```

```lean
#print axioms ThreefoldMesh.half_shift_breaks
#print axioms ThreefoldMesh.invariant_mesh_classification
```

```
'ThreefoldMesh.half_shift_breaks' depends on axioms: [propext, Classical.choice, Quot.sound]
'ThreefoldMesh.invariant_mesh_classification' depends on axioms: [propext, Classical.choice, Quot.sound]
```

## The periodic mesh and its rotation

A k-point is a function `Fin 2 → ℝ`, that is, a pair $(k_0,k_1)$ of fractional coordinates with respect to two reciprocal basis vectors $b_0,b_1$. Components are numbered from zero, as in the Lean expressions `k 0` and `k 1`.

The matrix `rot` fixes the choice of basis. Its columns say that $b_0$ goes to $b_1$ and $b_1$ goes to $-b_0-b_1$, which is a rotation by 120° when $b_0$ and $b_1$ have equal length and enclose 120°. If the reciprocal vectors enclose 60° instead, as they do when the direct lattice vectors enclose 120°, the same rotation has a different matrix and the condition on the shift takes a different form: the allowed shifts are then $(0,0)$, $(1/3,1/3)$ and $(2/3,2/3)$ up to integers, and $(1/2,1/2)$ still fails. The file treats only the 120° choice. The theorem `rot_order_three` confirms that $R^3=1$ and $R\neq 1$.

The set `mesh N s` contains every point
$$k_i=\frac{n_i+s_i}{N}+G_i,\qquad n,G\in\mathbb Z^2 .$$
The vector $n$ labels a mesh point, and $G$ is a reciprocal lattice vector. Working modulo $\mathbb Z^2$ is thus expressed by keeping all periodic copies of each point. The shift is measured in mesh steps, so $s=(1/2,1/2)$ displaces the mesh by half a step along both axes.

`IsInvariant M` says that the image of the set $M$ under $R$ equals $M$. Points may be permuted, and a point may land on a periodic copy of another one.

The main theorem, `mesh_invariant_iff`, takes a natural number `N` with `0 < N` and any real shift. It states that invariance is equivalent to the existence of integers $p$ and $q$ with $s_0+s_1=p$ and $3s_1=q$. The positivity of $N$ matters formally because Lean sets division by zero to zero: `mesh 0 s` would be $\mathbb Z^2$, which is invariant for every shift.

The model is a plane mesh with the same $N$ along both axes and a single rotation. It contains no crystal, no Hamiltonian and no third direction, and other point-group operations can restrict the shift further.

## One mesh point decides for all

Membership has a simpler form. If $k$ is on the mesh, multiplying by $N$ gives
$$Nk_i-s_i=n_i+NG_i,$$
which is an integer. Conversely, if $Nk_0-s_0=a$ and $Nk_1-s_1=b$ are integers, then $k_0=(a+s_0)/N$ and $k_1=(b+s_1)/N$, so $k$ is on the mesh with $n=(a,b)$ and $G=0$. This is `mem_mesh_iff`, and its two halves follow the same two calculations.

Now let $k$ be a mesh point with these integers $a$ and $b$. By `rot_apply`, the rotated point is
$$Rk=(-k_1,\;k_0-k_1).$$
To test whether it lies on the mesh, insert $Nk_0=a+s_0$ and $Nk_1=b+s_1$ into the membership criterion. The first component gives
$$N(-k_1)-s_0=-b-(s_0+s_1),$$
and the second gives
$$N(k_0-k_1)-s_1=a-b+s_0-2s_1=a-b+(s_0+s_1)-3s_1 .$$
The first number is an integer exactly when $s_0+s_1$ is. Given that, the second is an integer exactly when $3s_1$ is.

The labels $a$ and $b$ have disappeared from the condition. Either every mesh point is rotated onto the mesh, or none is. The theorem `rot_mem_mesh_iff` states this for an arbitrary mesh point `k`, and the remaining results on invariance use it directly or through the main theorem.

## From a single point to the whole set

Suppose first that the mesh is invariant. It contains the point $s/N$, obtained with $n=G=0$. The rotated point is again on the mesh, so the criterion for a single point yields both integrality conditions. In the Lean proof, `rw [← h']` replaces the mesh by its own image, where the rotated point lies by construction.

Suppose now that both conditions hold. Then every mesh point is rotated to a mesh point, so the image of the mesh is contained in the mesh. For equality, each mesh point $k$ must also be the image of some mesh point. The points $Rk$ and $R^2k$ are both on the mesh, and
$$R(R^2k)=R^3k=k,$$
so $R^2k$ is the required preimage. The file applies the one-point criterion twice to place $R^2k$ on the mesh, and then uses `rot_order_three` to evaluate the triple product.

## Half steps fail and thirds survive

For $s=(0,0)$ both conditions read $0\in\mathbb Z$, which gives `gamma_centred_invariant`.

For $s=(1/2,1/2)$ the sum $s_0+s_1=1$ is an integer, but $3s_1=3/2$ is not. An integer $q$ equal to $3/2$ would satisfy $3=2q$, and `omega` rejects this by parity. The theorem `half_shift_breaks` draws two conclusions: the mesh is not invariant, and each of its points is rotated off the mesh.

The solutions of the two conditions can be listed. Shifts that differ by integers give the same mesh, because $Nk-s$ then changes only by integers; this is `mesh_congr`. Write $s_0+s_1=p$ and $3s_1=m$, and divide $m$ by three with remainder $r\in\{0,1,2\}$, so that $m=3q+r$; here $q$ denotes the quotient. Then
$$s_1=q+\frac r3,\qquad s_0=p-q-\frac r3 .$$
Up to integers, $r=0$ gives the shift $(0,0)$, $r=1$ gives $(2/3,1/3)$, and $r=2$ gives $(1/3,2/3)$. Conversely, both shifts by thirds have $s_0+s_1=1$, and $3s_1$ equals $1$ or $2$. The theorem `invariant_mesh_classification` says accordingly that a mesh is invariant if and only if it equals one of these three meshes.

For $N=1$ the three meshes each consist of a single point modulo $\mathbb Z^2$: the zone centre or one of the two inequivalent corners of the hexagonal Brillouin zone.

## Integer witnesses checked by `linear_combination`

The equivalence for a single point comes down to producing integers and verifying that they are the right ones. In Lean, a proof of `∃ p : ℤ, s 0 + s 1 = p` begins with an explicit integer. The file supplies `-b - c`, where $c$ is the integer attached to the first component of the rotated point. The available equations are
$$Nk_1-s_1=b,\qquad N(-k_1)-s_0=c .$$
Adding them and changing the sign gives $s_0+s_1=-b-c$. The line `linear_combination -hb - hc` records exactly this: take minus the first equation, minus the second, and compare with the goal. The tactic forms the difference between the goal and the stated combination and asks `ring1` to confirm that it vanishes identically. The coefficients come from the person writing the proof; the tactic only checks the resulting identity.

The second witness is found in the same way. With $d$ the integer attached to the second component, the combination `ha - 2 * hb - hc - hd` eliminates $k_0$, $k_1$ and $s_0$, and leaves
$$3s_1=a-2b-c-d .$$
This is where the factor three enters. No division by $N$ is needed, since the products $Nk_0$ and $Nk_1$ cancel as they stand. The preceding `push_cast` turns the real number attached to an integer expression such as $-b-c$ into the same expression in real numbers, so that both sides can be compared by algebra.

## Reducing a 2 × 2 mesh

In an electronic-structure calculation, Brillouin-zone integrals are replaced by sums over a mesh, and symmetry is used to avoid solving for equivalent k-points repeatedly. For a plane mesh with equal divisions, the result determines which shifts allow the threefold rotation to do this within the mesh.

When the conditions hold, with $s_0+s_1=p$ and $3s_1=q$, the rotation acts on the integer labels of the mesh points by
$$(a,b)\;\mapsto\;(-b-p,\;a-b+p-q)\pmod N .$$
These are the integers that appear in the second half of the proof of `rot_mem_mesh_iff`. A program can group the points into orbits with this map and keep one representative of each.

Take $N=2$ and the Gamma-centred mesh, so that $p=q=0$. The label $(0,0)$ stays fixed, while $(1,0)\mapsto(0,1)\mapsto(1,1)\mapsto(1,0)$. If the band energies have the threefold symmetry, the four points reduce to two: $(0,0)$ with weight $1/4$ and $(1/2,0)$ with weight $3/4$.

With the half-step shift, the four points have coordinates $1/4$ or $3/4$ along each axis. The point $(1/4,1/4)$ is rotated to $(-1/4,0)$, equivalent to $(3/4,0)$, which is not among them. The rotation then relates no two points of the mesh, so it saves no work, and a density summed over these points need not have the threefold symmetry of the crystal.

Shifts by thirds permit the reduction by $R$, but the map $k\mapsto -k$, often used because of time reversal, exchanges the two meshes shifted by thirds. A calculation that uses both operations within one mesh is therefore left with the Gamma-centred choice. The file itself concerns only where $R$ sends the points; weights, energies and time reversal belong to the application.
